# On a grid with positive interaction, removing the sign changes of a pair density at fixed orbital densities raises the exchange integral

## Comparing exchange separately from density

When a pseudopotential is tested for many-electron use, the exchange integrals of its pseudo-orbitals should be compared with the all-electron ones separately from the direct integrals. Equal orbital densities settle the direct integral. Exchange also depends on how the relative sign of the two orbitals varies from point to point, which a nodeless pseudo-orbital can change.

Take real orbitals $u,v$ and pseudo-orbitals $p,q$ on a finite grid, with interaction $K_{ij}$ between points $i$ and $j$. The direct and exchange integrals are
$$D(u,v)=\sum_{ij}u_i^2K_{ij}v_j^2,\qquad X(u,v)=\sum_{ij}u_iv_i\,K_{ij}\,u_jv_j .$$
Assume $|p_i|=|u_i|$, $|q_i|=|v_i|$ and $p_iq_i\ge 0$ at every point. One reading is a radial grid, with $K$ a positive radial Coulomb kernel and $u,v$ the radial functions $rR(r)$ of two shells, each value multiplied by the square root of its positive quadrature weight. Then $\sum_iu_iv_i$ approximates the radial overlap, which is zero for orthogonal shells of the same angular momentum but need not be zero for shells of different angular momentum.

## Opposite signs produce the excess

Squaring the absolute values gives $p_i^2=u_i^2$ and $q_i^2=v_i^2$, so $D(p,q)=D(u,v)$.

Write $w_i=u_iv_i$. Since $p_iq_i\ge0$, we have $p_iq_i=|p_i||q_i|=|u_i||v_i|=|w_i|$. Therefore
$$X(p,q)-X(u,v)=\sum_{ij}K_{ij}\bigl(|w_i||w_j|-w_iw_j\bigr).$$
The bracket is $2|w_i||w_j|$ when $w_i$ and $w_j$ have opposite signs, and zero otherwise. If every $K_{ij}>0$, the excess is positive exactly when $w$ takes both signs.

With $w_i^\pm=\max(\pm w_i,0)$, we have $|w_i|=w_i^++w_i^-$ and $w_i=w_i^+-w_i^-$, so the bracket equals $2(w_i^+w_j^-+w_i^-w_j^+)$. For symmetric $K$ both terms have the same sum, and the excess is $4\sum_{ij}w_i^+K_{ij}w_j^-$.

If $\sum_iw_i=0$ and some $w_k\ne0$, then $w$ takes both signs: numbers of one sign that sum to zero all vanish. Orthogonal $u,v$ with a nonzero product somewhere thus have the smaller exchange integral. The corresponding $p,q$ are not orthogonal on the grid, since $\sum_ip_iq_i=\sum_i|w_i|>0$.

## Two grid points

A single point cannot carry both signs, so two points are the smallest case with an excess. Let $K$ have diagonal entries $a$ and off-diagonal entries $b$. For $u=(1,1)$, $v=(1,-1)$ and $p=q=(1,1)$, the exchange integrals are $2(a-b)$ and $2(a+b)$. Normalising each orbital by $1/\sqrt2$ turns them into $(a-b)/2$ and $(a+b)/2$, with excess $b$. At $b=0$ the excess vanishes, so nonnegative entries with a positive diagonal do not suffice for strict inequality. Here $p$ and $q$ coincide; read as radial functions, they can still belong to two different orbitals, with different angular parts.

## What the Lean statements assume

The finite type `ι` labels grid points, `K : Matrix ι ι ℝ` is the interaction, and orbitals are functions `ι → ℝ`. `repulsion` sums over all ordered pairs, without a factor $1/2$; `direct` and `exchange` are $D$ and $X$.

The hypotheses `hp` and `hq` equate absolute values, and `hpq` makes the pseudo pair density nonnegative. In the inequalities, `hK` demands positive entries: like charges repel at every pair of points, including a finite positive value on the diagonal. Symmetry is assumed only in `exchange_excess`, which in turn needs no positivity.

Orbitals need not be normalised or solve any Schrödinger equation. Equality of absolute values everywhere is an idealisation: norm-conserving pseudo-orbitals match pointwise only outside a core radius, and inside it they match the norm. For valence-only calculations, the result isolates the exchange error due to lost signs in this finite, real-orbital model with unchanged densities.

```lean
import Mathlib

open Matrix

namespace PseudoOrbitalExchange

variable {ι : Type*} [Fintype ι] {K : Matrix ι ι ℝ} {p q u v : ι → ℝ}

/-- Interaction energy of two charge distributions `ρ` and `σ` on the grid, with
interaction matrix `K`. -/
def repulsion (K : Matrix ι ι ℝ) (ρ σ : ι → ℝ) : ℝ :=
  ∑ i, ∑ j, ρ i * K i j * σ j

/-- Direct integral of two real orbitals: the interaction of their densities. -/
def direct (K : Matrix ι ι ℝ) (u v : ι → ℝ) : ℝ :=
  repulsion K (fun i => u i ^ 2) (fun i => v i ^ 2)

/-- Exchange integral of two real orbitals: the interaction of their pair density
`u v` with itself. -/
def exchange (K : Matrix ι ι ℝ) (u v : ι → ℝ) : ℝ :=
  repulsion K (fun i => u i * v i) (fun i => u i * v i)

/-- Pseudo-orbitals with the same absolute values as the real orbitals `u`, `v` have the
same direct integral. -/
theorem direct_eq (hp : ∀ i, |p i| = |u i|) (hq : ∀ i, |q i| = |v i|) :
    direct K p q = direct K u v := by
  have h1 : ∀ i, p i ^ 2 = u i ^ 2 := fun i => by rw [← sq_abs, hp i, sq_abs]
  have h2 : ∀ i, q i ^ 2 = v i ^ 2 := fun i => by rw [← sq_abs, hq i, sq_abs]
  simp only [direct, h1, h2]

omit [Fintype ι] in
/-- If the pseudo-orbitals have the absolute values of `u`, `v` and a nonnegative product,
their pair density is the absolute value of the pair density of `u`, `v`. -/
theorem pseudo_pair_density (hp : ∀ i, |p i| = |u i|) (hq : ∀ i, |q i| = |v i|)
    (hpq : ∀ i, 0 ≤ p i * q i) (i : ι) : p i * q i = |u i * v i| := by
  rw [abs_mul, ← hp i, ← hq i, ← abs_mul, abs_of_nonneg (hpq i)]

/-- For a symmetric interaction, and pseudo-orbitals with the absolute values of `u`, `v`
and a nonnegative product, the excess exchange is four times the interaction between the
positive and the negative part of the pair density `u v`. -/
theorem exchange_excess (hK : K.IsSymm) (hp : ∀ i, |p i| = |u i|)
    (hq : ∀ i, |q i| = |v i|) (hpq : ∀ i, 0 ≤ p i * q i) :
    exchange K p q - exchange K u v =
      4 * repulsion K (fun i => max (u i * v i) 0) (fun i => max (-(u i * v i)) 0) := by
  -- only products of opposite signs contribute to the difference
  have term : ∀ x k y : ℝ, |x| * k * |y| - x * k * y =
      2 * (max x 0 * k * max (-y) 0) + 2 * (max (-x) 0 * k * max y 0) := by
    intro x k y
    rcases le_total 0 x with hx | hx <;> rcases le_total 0 y with hy | hy <;>
      simp only [abs_of_nonneg, abs_of_nonpos, max_eq_left, max_eq_right, hx, hy,
        neg_nonpos, neg_nonneg] <;> ring
  -- the two cross terms agree by symmetry of the interaction
  have swap : repulsion K (fun i => max (-(u i * v i)) 0) (fun i => max (u i * v i) 0) =
      repulsion K (fun i => max (u i * v i) 0) (fun i => max (-(u i * v i)) 0) := by
    unfold repulsion
    rw [Finset.sum_comm]
    refine Finset.sum_congr rfl fun i _ => Finset.sum_congr rfl fun j _ => ?_
    rw [hK.apply i j]
    ring
  have key : exchange K p q - exchange K u v =
      2 * repulsion K (fun i => max (u i * v i) 0) (fun i => max (-(u i * v i)) 0) +
      2 * repulsion K (fun i => max (-(u i * v i)) 0) (fun i => max (u i * v i) 0) := by
    simp only [exchange, repulsion, pseudo_pair_density hp hq hpq, Finset.mul_sum,
      ← Finset.sum_sub_distrib, ← Finset.sum_add_distrib]
    exact Finset.sum_congr rfl fun i _ => Finset.sum_congr rfl fun j _ => term _ _ _
  rw [key, swap]
  ring

/-- For an interaction with positive entries, and pseudo-orbitals with the absolute values
of `u`, `v` and a nonnegative product, the pseudo-orbitals have the strictly larger exchange
integral exactly when `u v` takes both signs. -/
theorem exchange_lt_iff (hK : ∀ i j, 0 < K i j) (hp : ∀ i, |p i| = |u i|)
    (hq : ∀ i, |q i| = |v i|) (hpq : ∀ i, 0 ≤ p i * q i) :
    exchange K u v < exchange K p q ↔
      (∃ i, 0 < u i * v i) ∧ ∃ j, u j * v j < 0 := by
  have h : exchange K p q = ∑ i, ∑ j, |u i * v i| * K i j * |u j * v j| := by
    simp only [exchange, repulsion, pseudo_pair_density hp hq hpq]
  rw [h]
  constructor
  · -- a pair density of one sign gives equal exchange integrals
    intro hlt
    by_contra hn
    have hs : (∀ i, u i * v i ≤ 0) ∨ ∀ i, 0 ≤ u i * v i := by
      by_cases h1 : ∃ i, 0 < u i * v i
      · right
        intro j
        by_contra hj
        exact hn ⟨h1, j, not_le.mp hj⟩
      · left
        intro i
        by_contra hi
        exact h1 ⟨i, not_le.mp hi⟩
    apply hlt.ne
    simp only [exchange, repulsion]
    refine Finset.sum_congr rfl fun i _ => Finset.sum_congr rfl fun j _ => ?_
    rcases hs with hs | hs
    · have hi := abs_of_nonpos (hs i)
      have hj := abs_of_nonpos (hs j)
      rw [hi, hj]
      ring
    · have hi := abs_of_nonneg (hs i)
      have hj := abs_of_nonneg (hs j)
      simp only [hi, hj]
  · -- two points of opposite sign give a strictly larger term
    rintro ⟨⟨i, hi⟩, j, hj⟩
    have hle : ∀ k l, u k * v k * K k l * (u l * v l) ≤
        |u k * v k| * K k l * |u l * v l| := by
      intro k l
      have h1 := le_abs_self (u k * v k * K k l * (u l * v l))
      rwa [abs_mul (u k * v k * K k l) (u l * v l), abs_mul (u k * v k) (K k l),
        abs_of_pos (hK k l)] at h1
    have hneg : u i * v i * K i j * (u j * v j) < 0 :=
      mul_neg_of_pos_of_neg (mul_pos hi (hK i j)) hj
    have hpos : 0 < |u i * v i| * K i j * |u j * v j| :=
      mul_pos (mul_pos (abs_pos.mpr hi.ne') (hK i j)) (abs_pos.mpr hj.ne)
    simp only [exchange, repulsion]
    exact Finset.sum_lt_sum (fun k _ => Finset.sum_le_sum fun l _ => hle k l)
      ⟨i, Finset.mem_univ i, Finset.sum_lt_sum (fun l _ => hle i l)
        ⟨j, Finset.mem_univ j, hneg.trans hpos⟩⟩

/-- Let the interaction have positive entries, and let pseudo-orbitals have the absolute
values of `u`, `v` and a nonnegative product. If `u v` takes both signs, the direct integrals
agree while the exchange integral of the pseudo-orbitals is strictly larger. -/
theorem direct_eq_and_exchange_lt (hK : ∀ i j, 0 < K i j) (hp : ∀ i, |p i| = |u i|)
    (hq : ∀ i, |q i| = |v i|) (hpq : ∀ i, 0 ≤ p i * q i)
    (hplus : ∃ i, 0 < u i * v i) (hminus : ∃ j, u j * v j < 0) :
    direct K p q = direct K u v ∧ exchange K u v < exchange K p q :=
  ⟨direct_eq hp hq, (exchange_lt_iff hK hp hq hpq).mpr ⟨hplus, hminus⟩⟩

/-- Let the interaction have positive entries, and let pseudo-orbitals have the absolute
values of `u`, `v` and a nonnegative product. If `u` and `v` are orthogonal and both nonzero
at some common grid point, the pseudo-orbitals have the strictly larger exchange integral. -/
theorem exchange_lt_of_orthogonal (hK : ∀ i j, 0 < K i j) (hp : ∀ i, |p i| = |u i|)
    (hq : ∀ i, |q i| = |v i|) (hpq : ∀ i, 0 ≤ p i * q i)
    (horth : ∑ i, u i * v i = 0) (hover : ∃ k, u k * v k ≠ 0) :
    exchange K u v < exchange K p q := by
  obtain ⟨k, hk⟩ := hover
  refine (exchange_lt_iff hK hp hq hpq).mpr ⟨?_, ?_⟩
  · -- a nonpositive pair density with zero sum would vanish everywhere
    by_contra hn
    have hs : ∀ i ∈ Finset.univ, 0 ≤ -(u i * v i) := fun i _ =>
      neg_nonneg.mpr (not_lt.mp fun hi => hn ⟨i, hi⟩)
    have h0 : ∑ i, -(u i * v i) = 0 := by rw [Finset.sum_neg_distrib, horth, neg_zero]
    exact hk (neg_eq_zero.mp
      ((Finset.sum_eq_zero_iff_of_nonneg hs).mp h0 k (Finset.mem_univ k)))
  · by_contra hn
    have hs : ∀ i ∈ Finset.univ, 0 ≤ u i * v i := fun i _ =>
      not_lt.mp fun hi => hn ⟨i, hi⟩
    exact hk ((Finset.sum_eq_zero_iff_of_nonneg hs).mp horth k (Finset.mem_univ k))

/-- On two grid points with on-site interaction `a` and inter-site interaction `b`, the
orbitals `(1, 1)` and `(1, -1)` have exchange integral `2 (a - b)`, and the nodeless pair
`(1, 1)`, `(1, 1)` has `2 (a + b)`. -/
theorem two_point_exchange (a b : ℝ) :
    exchange !![a, b; b, a] ![1, 1] ![1, -1] = 2 * (a - b) ∧
      exchange !![a, b; b, a] ![1, 1] ![1, 1] = 2 * (a + b) := by
  constructor <;> simp [exchange, repulsion, Fin.sum_univ_two] <;> ring

end PseudoOrbitalExchange
```

```lean
#print axioms PseudoOrbitalExchange.exchange_excess
#print axioms PseudoOrbitalExchange.direct_eq_and_exchange_lt
#print axioms PseudoOrbitalExchange.exchange_lt_of_orthogonal
#print axioms PseudoOrbitalExchange.two_point_exchange
```

```
'PseudoOrbitalExchange.exchange_excess' depends on axioms: [propext, Classical.choice, Quot.sound]
'PseudoOrbitalExchange.direct_eq_and_exchange_lt' depends on axioms: [propext, Classical.choice, Quot.sound]
'PseudoOrbitalExchange.exchange_lt_of_orthogonal' depends on axioms: [propext, Classical.choice, Quot.sound]
'PseudoOrbitalExchange.two_point_exchange' depends on axioms: [propext, Classical.choice, Quot.sound]
```

## From sign cases to strict sums

`direct_eq` replaces the squares, and `pseudo_pair_density` proves $p_iq_i=|w_i|$.

In `exchange_excess`, `term` checks the bracket identity in the four sign cases supplied by `le_total`. `swap` exchanges the summation indices and uses symmetry to identify the two cross terms.

`exchange_lt_iff` has two directions. If $w$ does not take both signs, `hs` records that it has one sign, and the sums agree term by term, contradicting strict inequality. Conversely, `hle` bounds each term by its absolute value, while `hneg` and `hpos` make the term at the opposite-sign pair strictly larger. `Finset.sum_lt_sum`, used for the inner and then the outer sum, carries this to the total.

`direct_eq_and_exchange_lt` combines the direct and exchange results. `exchange_lt_of_orthogonal` obtains each sign by contradiction, from the vanishing of a one-signed sum. `two_point_exchange` expands the sums for the two-point values.
